# The spectrum of the independence Metropolis–Hastings sampler on finitely many states ordered by weight

An independence sampler can accept every proposal for a long stretch and still be badly slow. Suppose that the proposal draws state 0 with probability $10^{-6}$, that the target gives it probability $0.01$, and that the two distributions are proportional on all other states. Away from state 0 every proposal is accepted, so a run that has not yet met state 0 shows nothing wrong. Once the chain arrives there, it stays for about ten thousand steps on average. The acceptance rate of a short run misses this, whereas the eigenvalues of the transition matrix record it.

For positive target weights and a positive, normalised proposal on finitely many states, the parts below compute these eigenvalues in closed form. In a stationary run they set the rates at which correlations decay. An upper bound on the largest ratio of normalised target to proposal keeps the second-largest eigenvalue a known distance below 1.

## The sampler and its notation

The states are numbered from 0. State $i$ has target weight $p_i>0$ and proposal probability $g_i>0$, with $\sum_i g_i=1$. The $p_i$ need not sum to 1, so they may be Boltzmann factors with an unknown partition function. Positivity of $g$ means that the proposal can reach every state.

In Lean the states form the type `Fin n`, and `p` and `g` are real functions on it.

```lean
import Mathlib

open Polynomial

namespace IndependenceSamplerSpectrum

noncomputable section

variable {n : ℕ}
```

The importance weight is $w_i=p_i/g_i$.

```lean
/-- The importance weight `w = p / g` of a state. -/
def weight (p g : Fin n → ℝ) (i : Fin n) : ℝ := p i / g i
```

From state $x$, a proposed state $y$ is accepted with probability
$$a(x,y)=\min\left(1,\frac{p_y g_x}{p_x g_y}\right).$$

```lean
/-- The Metropolis-Hastings acceptance probability of a move from `x` to `y`
when `y` is proposed with probability `g y`. -/
def accept (p g : Fin n → ℝ) (x y : Fin n) : ℝ := min 1 (p y * g x / (p x * g y))
```

The transition matrix $K$ has the current state as its row index and the next state as its column index. Off the diagonal $K_{xy}=g_y\,a(x,y)$, and the diagonal entry takes the remaining probability.

```lean
/-- The transition matrix of the independence sampler: propose from `g`, accept or stay. -/
def kernel (p g : Fin n → ℝ) : Matrix (Fin n) (Fin n) ℝ :=
  Matrix.of fun x y =>
    if x = y then 1 - ∑ z ∈ Finset.univ.erase x, g z * accept p g x z
    else g y * accept p g x y
```

The matrix $G$ describes independent draws from $g$: $G_{xy}=g_y$ for every $x$.

```lean
/-- The transition matrix of independent draws from `g`: every row equals `g`. -/
def proposal {m : Type*} (g : m → ℝ) : Matrix m m ℝ := Matrix.of fun _ y => g y
```

Finally, let
$$L_k=\sum_{i>k}\left(g_i-\frac{p_i}{w_k}\right).$$
In the code, `Finset.Ioi k` is the set of states after $k$.

```lean
/-- The number `L k`, the sum over the states `i` after `k` of `g i - p i / w k`. -/
def L (p g : Fin n → ℝ) (k : Fin n) : ℝ :=
  ∑ i ∈ Finset.Ioi k, (g i - p i / weight p g k)
```

The states are ordered so that $w_0\ge w_1\ge\cdots$, which is the hypothesis `Antitone (weight p g)`. It can always be met by relabelling the states, which leaves the eigenvalues unchanged.

## (a) Moves to later states

**Task.** Show that $g_y\,a(x,y)=p_y/w_x$ whenever $x\le y$.

**Solution.** The ratio inside the minimum is $w_y/w_x$, which is at most 1 by the ordering. Hence
$$g_y\,a(x,y)=g_y\,\frac{w_y}{w_x}=\frac{p_y}{w_x}.$$
For $x=y$ this is an identity about the product $g_x\,a(x,x)$, not about the diagonal entry of $K$. In Lean, the ordering is cleared of denominators, `min_eq_right` selects the ratio, and `field_simp` does the algebra.

```lean
/-- For states ordered by nonincreasing weight and `x ≤ y`, the product of the proposal probability
`g y` and the acceptance probability equals `p y / w x`. -/
theorem flow_up {p g : Fin n → ℝ} (hp : ∀ i, 0 < p i) (hg : ∀ i, 0 < g i)
    (hw : Antitone (weight p g)) {x y : Fin n} (hxy : x ≤ y) :
    g y * accept p g x y = p y / weight p g x := by
  have h : p y / g y ≤ p x / g x := hw hxy
  rw [div_le_div_iff₀ (hg y) (hg x)] at h
  have hx := (hp x).ne'
  have hgx := (hg x).ne'
  have hgy := (hg y).ne'
  unfold accept weight
  rw [min_eq_right ((div_le_one (mul_pos (hp x) (hg y))).2 h)]
  field_simp
```

## (b) Moves to earlier states

**Task.** Show that $g_y\,a(x,y)=g_y$ whenever $y\le x$.

**Solution.** Now $w_y/w_x\ge1$, so the minimum is 1 and the proposal is accepted. The proof has the same shape as in (a), with `min_eq_left` selecting the 1.

```lean
/-- For states ordered by nonincreasing weight and `y ≤ x`, the product of the proposal probability
`g y` and the acceptance probability equals `g y`. -/
theorem flow_down {p g : Fin n → ℝ} (hp : ∀ i, 0 < p i) (hg : ∀ i, 0 < g i)
    (hw : Antitone (weight p g)) {x y : Fin n} (hyx : y ≤ x) :
    g y * accept p g x y = g y := by
  have h : p x / g x ≤ p y / g y := hw hyx
  rw [div_le_div_iff₀ (hg x) (hg y)] at h
  unfold accept
  rw [min_eq_left ((one_le_div (mul_pos (hp x) (hg y))).2 h), mul_one]
```

## (c) The probability of staying

**Task.** Show that $K_{xx}=g_x+L_x$.

**Solution.** Since $1=g_x+\sum_{z\ne x}g_z$,
$$K_{xx}=1-\sum_{z\ne x}g_z\,a(x,z)=g_x+\sum_{z\neq x}\bigl(g_z-g_z\,a(x,z)\bigr).$$
By (b) the terms with $z<x$ vanish. By (a) the terms with $z>x$ equal $g_z-p_z/w_x$, and their sum is $L_x$. Thus $L_x$ is the probability that a proposal made at $x$ is rejected.

In the proof, `h1` rewrites $L_x$ as the sum over all $z\ne x$. `Finset.sum_subset` adds the vanishing terms, and `linarith` combines the result with the normalisation of $g$.

```lean
/-- For states ordered by nonincreasing weight, the probability of staying at `x` is `g x + L x`. -/
theorem kernel_diag {p g : Fin n → ℝ} (hp : ∀ i, 0 < p i) (hg : ∀ i, 0 < g i)
    (hg1 : ∑ i, g i = 1) (hw : Antitone (weight p g)) (x : Fin n) :
    kernel p g x x = g x + L p g x := by
  have h1 : L p g x = ∑ z ∈ Finset.univ.erase x, (g z - g z * accept p g x z) := by
    calc L p g x = ∑ z ∈ Finset.Ioi x, (g z - g z * accept p g x z) :=
          Finset.sum_congr rfl fun z hz => by
            rw [flow_up hp hg hw (Finset.mem_Ioi.1 hz).le]
      _ = _ := Finset.sum_subset
          (fun z hz => Finset.mem_erase.2 ⟨(Finset.mem_Ioi.1 hz).ne', Finset.mem_univ _⟩)
          fun z _ hz => by
            have hzx : z ≤ x := not_lt.1 fun h => hz (Finset.mem_Ioi.2 h)
            rw [flow_down hp hg hw hzx, sub_self]
  have h2 := Finset.add_sum_erase Finset.univ g (Finset.mem_univ x)
  have h3 : kernel p g x x = 1 - ∑ z ∈ Finset.univ.erase x, g z * accept p g x z := by
    simp [kernel]
  rw [h3, h1, Finset.sum_sub_distrib]
  linarith
```

## (d) Unit row sums

**Task.** Show that $\sum_y K_{xy}=1$ for every $x$.

**Solution.** The off-diagonal entries sum to $\sum_{z\ne x}g_z\,a(x,z)$, and the diagonal entry is 1 minus that sum. No positivity or ordering is needed. The Lean proof splits off the diagonal term in the same way.

```lean
/-- Every row of `kernel p g` sums to one, for any real `p` and `g`. -/
theorem kernel_row_sum (p g : Fin n → ℝ) (x : Fin n) : ∑ y, kernel p g x y = 1 := by
  have h : ∑ y ∈ Finset.univ.erase x, kernel p g x y
      = ∑ y ∈ Finset.univ.erase x, g y * accept p g x y :=
    Finset.sum_congr rfl fun y hy => by
      simp [kernel, (Finset.ne_of_mem_erase hy).symm]
  rw [← Finset.add_sum_erase Finset.univ _ (Finset.mem_univ x), h]
  simp [kernel]
```

## (e) Removing a rank-one matrix

**Task.** Let $P$ be any square matrix with unit row sums, and let $G$ have every row equal to $g$, where $\sum_y g_y=1$. Write $\chi_M(X)=\det(XI-M)$ for the characteristic polynomial. Show that
$$(X-1)\,\chi_{P-G}(X)=X\,\chi_P(X).$$

**Solution.** Fix a real $t>0$ and put $S=tI-(P-G)$. Each row of $S$ sums to $t-1+1=t$, so $S\mathbf 1=t\mathbf 1$, where $\mathbf 1$ is the column of ones. Let $A=-t^{-1}\mathbf 1$, and let $B$ be the row vector $g$. Then $SA=-\mathbf 1$ and $\mathbf 1B=G$, so
$$S(I+AB)=S-G=tI-P.$$
The determinant identity $\det(I+AB)=\det(I+BA)$ reduces the second factor to a number:
$$\det(I+AB)=1+BA=1-t^{-1}.$$
Taking determinants and multiplying by $t$ gives $t\,\chi_P(t)=(t-1)\,\chi_{P-G}(t)$. The two polynomials agree at every $t>0$, hence at infinitely many points, and are therefore equal.

In Lean, `hS` and `hSA` are the row-sum steps, `hfac` is the factorisation and `hdet` is the determinant. `Polynomial.eq_of_infinite_eval_eq` passes from positive numbers to polynomials. The entries of `P` and `g` may have any sign here.

```lean
/-- Subtracting independent draws from `g` from a matrix with unit row sums changes its
characteristic polynomial by exchanging a factor `X - 1` for a factor `X`. -/
theorem charpoly_sub_proposal {m : Type*} [Fintype m] [DecidableEq m]
    (P : Matrix m m ℝ) (g : m → ℝ) (hP : ∀ x, ∑ y, P x y = 1) (hg : ∑ y, g y = 1) :
    (X - 1) * (P - proposal g).charpoly = X * P.charpoly := by
  -- it suffices to compare the two sides at every positive real number
  apply Polynomial.eq_of_infinite_eval_eq
  refine (Set.Ioi_infinite (0 : ℝ)).mono fun t ht => ?_
  have ht0 : t ≠ 0 := ne_of_gt ht
  let A : Matrix m (Fin 1) ℝ := Matrix.of fun _ _ => -t⁻¹
  let B : Matrix (Fin 1) m ℝ := Matrix.of fun _ y => g y
  have hS : ∀ x, ∑ y, (Matrix.scalar m t - (P - proposal g)) x y = t := by
    intro x
    simp [proposal, Matrix.diagonal_apply, Finset.sum_sub_distrib, hP, hg]
  have hSA : (Matrix.scalar m t - (P - proposal g)) * A = Matrix.of fun _ _ => (-1 : ℝ) := by
    ext x j
    rw [Matrix.mul_apply]
    change ∑ y, (Matrix.scalar m t - (P - proposal g)) x y * (-t⁻¹) = -1
    rw [← Finset.sum_mul, hS, mul_neg, mul_inv_cancel₀ ht0]
  -- the rank-one part splits off as a factor
  have hfac : (Matrix.scalar m t - (P - proposal g)) * (1 + A * B) = Matrix.scalar m t - P := by
    rw [mul_add, mul_one, ← Matrix.mul_assoc, hSA]
    ext x y
    rw [Matrix.add_apply, Matrix.mul_apply]
    simp only [Finset.univ_unique, Finset.sum_singleton, Matrix.sub_apply, proposal,
      Matrix.of_apply, B]
    ring
  have hdet : (1 + A * B).det = 1 - t⁻¹ := by
    rw [Matrix.det_one_add_mul_comm, Matrix.det_fin_one, Matrix.add_apply,
      Matrix.one_apply_eq, Matrix.mul_apply]
    change 1 + ∑ y, g y * (-t⁻¹) = _
    rw [← Finset.sum_mul, hg]
    ring
  have h1 : t * (1 - t⁻¹) = t - 1 := by rw [mul_sub, mul_inv_cancel₀ ht0, mul_one]
  simp only [Set.mem_ofPred_eq, eval_mul, eval_sub, eval_X, eval_one, Matrix.eval_charpoly]
  rw [← hfac, Matrix.det_mul, hdet]
  linear_combination (-(Matrix.scalar m t - (P - proposal g)).det) * h1
```

## (f) The characteristic polynomial

**Task.** For states $0,\dots,n$, show that
$$\chi_K(X)=(X-1)\prod_{k=0}^{n-1}(X-L_k).$$

**Solution.** Let $T=K-G$. Below the diagonal, where $y<x$, part (b) gives $T_{xy}=g_y-g_y=0$, so $T$ is upper triangular. By (c) its diagonal entries are $L_0,\dots,L_n$, and $L_n=0$ because its sum is empty. Hence $\chi_T(X)=X\prod_{k<n}(X-L_k)$. Part (d) allows (e) to be applied with $P=K$:
$$(X-1)\,X\prod_{k<n}(X-L_k)=X\,\chi_K(X).$$
Cancelling $X$ gives the claim.

With a single state, $n=0$, the product is empty and $\chi_K=X-1$. If $p$ is proportional to $g$, all weights are equal and every $L_k$ is zero. Then $\chi_K=(X-1)X^n$, as expected for independent draws.

The formula fails without the ordering. Take $p=(\tfrac14,\tfrac34)$ and $g=(\tfrac12,\tfrac12)$, so that $w=(\tfrac12,\tfrac32)$ increases. The formula would give $L_0=\tfrac12-\tfrac32=-1$. The actual moves have probabilities $K_{01}=\tfrac12$ and $K_{10}=\tfrac16$, so the second eigenvalue is $1-\tfrac12-\tfrac16=\tfrac13$. Swapping the labels restores the ordering, and the formula then gives $\tfrac13$.

In the Lean statement the states are `Fin (n + 1)`. The index `k : Fin n` runs over all states but the last, `k.castSucc` is the same number read as a state, and `C` turns a real number into a constant polynomial. The facts `hT`, `hd` and `hlast` are the triangular form, its diagonal and $L_n=0$.

```lean
/-- **Spectrum of the independence sampler.** For states ordered by nonincreasing weight, the
characteristic polynomial is `X - 1` times the product of `X - L k` over all states but the last. -/
theorem charpoly_kernel {p g : Fin (n + 1) → ℝ} (hp : ∀ i, 0 < p i) (hg : ∀ i, 0 < g i)
    (hg1 : ∑ i, g i = 1) (hw : Antitone (weight p g)) :
    (kernel p g).charpoly = (X - 1) * ∏ k : Fin n, (X - C (L p g k.castSucc)) := by
  -- without its rank-one part the kernel is upper triangular
  have hT : (kernel p g - proposal g).BlockTriangular id := by
    intro x y hxy
    have hyx : y < x := hxy
    have h : kernel p g x y = g y * accept p g x y := by simp [kernel, hyx.ne']
    rw [Matrix.sub_apply, h, flow_down hp hg hw hyx.le]
    simp [proposal]
  have hd : ∀ i, (kernel p g - proposal g) i i = L p g i := by
    intro i
    rw [Matrix.sub_apply, kernel_diag hp hg hg1 hw]
    simp [proposal]
  have hlast : L p g (Fin.last n) = 0 := by
    unfold L
    refine Finset.sum_eq_zero fun i hi => ?_
    exact absurd (Finset.mem_Ioi.1 hi) (not_lt_of_ge (Fin.le_last i))
  have h := charpoly_sub_proposal (kernel p g) g (kernel_row_sum p g) hg1
  rw [Matrix.charpoly_of_isUpperTriangular _ hT] at h
  simp only [hd] at h
  rw [Fin.prod_univ_castSucc, hlast, C_0, sub_zero] at h
  apply mul_left_cancel₀ (X_ne_zero (R := ℝ))
  rw [← h]
  ring
```

## (g) The order of the eigenvalues

**Task.** Show that every $L_k$ is nonnegative and that $L_l\le L_k$ for $k\le l$.

**Solution.** Since $p_i=g_iw_i$,
$$g_i-\frac{p_i}{w_k}=g_i\left(1-\frac{w_i}{w_k}\right)\ge0\qquad(i\ge k),$$
so $L_k\ge0$. For $k\le l$ we have $w_l\le w_k$, and therefore
$$L_l\le\sum_{i>l}\left(g_i-\frac{p_i}{w_k}\right)\le\sum_{i>k}\left(g_i-\frac{p_i}{w_k}\right)=L_k.$$
The first inequality replaces $w_l$ by $w_k$ in each term, and the second adds nonnegative terms. The two steps of the final `calc` are these inequalities, and `hterm` supplies the signs.

```lean
/-- The numbers `L k` are nonnegative and do not increase along the ordering of the states. -/
theorem L_nonneg_antitone {p g : Fin n → ℝ} (hp : ∀ i, 0 < p i) (hg : ∀ i, 0 < g i)
    (hw : Antitone (weight p g)) : (∀ k, 0 ≤ L p g k) ∧ Antitone (L p g) := by
  have hpos : ∀ i, 0 < weight p g i := fun i => div_pos (hp i) (hg i)
  have hterm : ∀ k i, k ≤ i → 0 ≤ g i - p i / weight p g k := by
    intro k i hki
    rw [sub_nonneg, div_le_iff₀ (hpos k)]
    calc p i = g i * weight p g i := (mul_div_cancel₀ (p i) (hg i).ne').symm
      _ ≤ g i * weight p g k := mul_le_mul_of_nonneg_left (hw hki) (hg i).le
  refine ⟨fun k => Finset.sum_nonneg fun i hi => hterm k i (Finset.mem_Ioi.1 hi).le, ?_⟩
  intro k l hkl
  calc L p g l ≤ ∑ i ∈ Finset.Ioi l, (g i - p i / weight p g k) :=
        Finset.sum_le_sum fun i _ => sub_le_sub_left
          (div_le_div_of_nonneg_left (hp i).le (hpos l) (hw hkl)) _
    _ ≤ L p g k := Finset.sum_le_sum_of_subset_of_nonneg
        (fun i hi => Finset.mem_Ioi.2 (lt_of_le_of_lt hkl (Finset.mem_Ioi.1 hi)))
        fun i hi _ => hterm k i (Finset.mem_Ioi.1 hi).le
```

## (h) The second eigenvalue and the gap

**Task.** With at least two states, show that
$$\lambda=1-\frac{\sum_i p_i}{w_0}$$
is an eigenvalue, and that every real eigenvalue other than 1 lies in $[0,\lambda]$.

**Solution.** The term $g_0-p_0/w_0$ is zero, so it may be added to $L_0$:
$$L_0=\sum_i\left(g_i-\frac{p_i}{w_0}\right)=1-\frac{\sum_i p_i}{w_0}=\lambda.$$
By (f), the eigenvalues are 1 and the $L_k$ for all states $k$ but the last. With at least two states, $L_0$ is among them. By (g), each of these $L_k$ lies between 0 and $L_0$.

Because $\chi_K$ splits into real linear factors, there are no further complex eigenvalues. As $\lambda<1$, the spectral gap is $1-\lambda=\sum_i p_i/w_0$, or $1/w_0$ for a normalised target. In the opening example $w_0=10^4$, so the gap is $10^{-4}$.

The Lean statement uses `Fin (n + 2)` to ensure two states, and expresses "eigenvalue" as a root of the characteristic polynomial, `IsRoot`. The step `h0` identifies $L_0$ with $\lambda$, and `hr` lists the roots. The theorem concerns eigenvalues only; convergence times and the variance of a particular average need further argument.

```lean
/-- With at least two states, ordered by nonincreasing weight, `1 - (∑ p) / w 0` is an eigenvalue,
and every real eigenvalue other than `1` lies between `0` and this value. -/
theorem second_eigenvalue {p g : Fin (n + 2) → ℝ} (hp : ∀ i, 0 < p i) (hg : ∀ i, 0 < g i)
    (hg1 : ∑ i, g i = 1) (hw : Antitone (weight p g)) :
    (kernel p g).charpoly.IsRoot (1 - (∑ i, p i) / weight p g 0) ∧
      ∀ μ, (kernel p g).charpoly.IsRoot μ → μ ≠ 1 →
        0 ≤ μ ∧ μ ≤ 1 - (∑ i, p i) / weight p g 0 := by
  -- the term of the first state vanishes, so `L 0` is a sum over all states
  have h0 : L p g 0 = 1 - (∑ i, p i) / weight p g 0 := by
    have hz : g 0 - p 0 / weight p g 0 = 0 := by
      unfold weight
      rw [div_div_cancel₀ (hp 0).ne', sub_self]
    have hs : L p g 0 = ∑ i, (g i - p i / weight p g 0) :=
      Finset.sum_subset (Finset.subset_univ _) fun i _ hi => by
        have hi0 : i = 0 := le_antisymm
          (not_lt.1 fun h => hi (Finset.mem_Ioi.2 h)) (Fin.zero_le i)
        rw [hi0, hz]
    rw [hs, Finset.sum_sub_distrib, ← Finset.sum_div, hg1]
  have hr : ∀ μ, (kernel p g).charpoly.IsRoot μ ↔
      μ = 1 ∨ ∃ k : Fin (n + 1), μ = L p g k.castSucc := by
    intro μ
    rw [charpoly_kernel hp hg hg1 hw]
    simp [Polynomial.IsRoot.def, eval_prod, Finset.prod_eq_zero_iff, sub_eq_zero]
  obtain ⟨hn, ha⟩ := L_nonneg_antitone hp hg hw
  rw [← h0]
  refine ⟨(hr _).2 (Or.inr ⟨0, rfl⟩), fun μ hμ h1 => ?_⟩
  rcases (hr μ).1 hμ with h | ⟨k, rfl⟩
  · exact absurd h h1
  · exact ⟨hn _, ha (Fin.zero_le _)⟩

end

end IndependenceSamplerSpectrum
```

```lean
#print axioms IndependenceSamplerSpectrum.charpoly_kernel
-- 'IndependenceSamplerSpectrum.charpoly_kernel' depends on axioms: [propext, Classical.choice, Quot.sound]
#print axioms IndependenceSamplerSpectrum.second_eigenvalue
-- 'IndependenceSamplerSpectrum.second_eigenvalue' depends on axioms: [propext, Classical.choice, Quot.sound]
```
